# Oscillator strength of a two-site model with and without the nonlocal part of the velocity

One way to compute an optical spectrum with a norm-conserving pseudopotential uses velocity matrix elements between occupied and empty states. The momentum gives only the kinetic part of the velocity, and the commutator of the nonlocal potential with the position has to be added. For one electron on two sites, the error from leaving it out can be calculated in closed form.

## The size and sign of the error

The sites lie at $a/2$ and $-a/2$ with $a>0$ and have energies $d$ and $-d$. The electron hops between them with kinetic amplitude $-t$. The nonlocal potential adds an amplitude $-w$, which stands for its matrix element between the two site orbitals. We assume $t>0$ and $t+w>0$, so the nonlocal term may weaken the hopping but not cancel or reverse it. With $s=t+w$,

$$H=\begin{pmatrix} d&-s\\-s&-d\end{pmatrix},\qquad X=\begin{pmatrix} a/2&0\\0&-a/2\end{pmatrix}.$$

Let $g$ and $e$ be the normalised ground and excited states of $H$, with energies $E_0<E_1$. In units with $\hbar=m=1$, a velocity operator $V$ gives the oscillator strength $2|\langle e|V|g\rangle|^2/(E_1-E_0)$. The full velocity $i[H,X]$ gives

$$f=\frac{a^2(t+w)^2}{\sqrt{d^2+(t+w)^2}}.$$

The kinetic velocity, taken between the same two states, gives $(t/(t+w))^2f$. This is too small exactly when $w>0$.

## Derivation from the eigenvalue equations

**Energies.** An eigenvector $v=(v_0,v_1)$ with energy $E$ satisfies

$$d\,v_0-s\,v_1=E\,v_0,\qquad -s\,v_0-d\,v_1=E\,v_1.$$

Hence $(E-d)v_0=-s\,v_1$ and $(E+d)v_1=-s\,v_0$. Multiplying the first relation by $E+d$ and inserting the second gives $(E^2-d^2)v_0=s^2v_0$. In the same way, $(E^2-d^2)v_1=s^2v_1$. Since $v\neq0$, $E^2=d^2+s^2$. The two distinct energies have the same square, so $E_0=-R$ and $E_1=R$ with $R=\sqrt{d^2+s^2}$.

**Velocity.** The site energies are diagonal and commute with $X$. A hopping $-r$ gives

$$V_r=i\,a\,r\begin{pmatrix}0&1\\-1&0\end{pmatrix},\qquad \langle e|V_r|g\rangle=i\,a\,r\,(e_0^*g_1-e_1^*g_0).$$

The full velocity has $r=t+w$ and the kinetic velocity has $r=t$.

**Matrix element.** Put $k=(R-d)/s$, a real number. The second eigenvalue equation for $g$ gives $g_0=k\,g_1$, and the first one for $e$ gives $e_1=-k\,e_0$. Therefore

$$|\langle e|V_r|g\rangle|^2=a^2r^2(1+k^2)^2|e_0|^2|g_1|^2=a^2r^2,$$

because normalisation means $(1+k^2)|g_1|^2=1$ and $(1+k^2)|e_0|^2=1$.

**Strengths.** Dividing $2a^2r^2$ by the gap $2R$ gives $a^2r^2/R$. The ratio of the kinetic to the full result is $t^2/(t+w)^2$. As $t$ and $t+w$ are positive, it lies below one exactly when $t<t+w$, that is, when $w>0$.

**Length form.** Between eigenstates, $\langle e|[H,X]|g\rangle=(E_1-E_0)\langle e|X|g\rangle$. The full velocity therefore also gives $f=2(E_1-E_0)|\langle e|X|g\rangle|^2$.

## Numbers for a hopping that is one sixth nonlocal

Take $d=7$, $t=20$, $w=4$ and $a=1/5$. Then $s=24$, $R=\sqrt{49+576}=25$ and $k=18/24=3/4$, so the states are $g=(3/5,4/5)$ and $e=(4/5,-3/5)$. The full velocity gives $f=(576/25)/25=0.9216$, whereas the kinetic velocity gives $(400/25)/25=0.64$. The ratio is $(20/24)^2=25/36$, so the kinetic result is about 31 % too small.

The length form agrees with the full velocity: $\langle e|X|g\rangle=\tfrac{1}{10}\left(\tfrac{12}{25}+\tfrac{12}{25}\right)=0.096$, and $2\cdot50\cdot0.096^2=0.9216$.

## Operators and states as complex matrices

In Lean 4 with Mathlib:

```lean
import Mathlib

open Matrix

namespace NonlocalVelocity

noncomputable section
```

The Hamiltonian is assembled from its physical parts, so that the kinetic hopping can also be used on its own. Index 0 is the site at $a/2$ with energy $d$, and index 1 is the site at $-a/2$.

```lean
/-- Local site energies `d` and `-d`. -/
def onsite (d : ℝ) : Matrix (Fin 2) (Fin 2) ℂ := !![(d : ℂ), 0; 0, -(d : ℂ)]

/-- Hopping between the two sites with amplitude `-r`. -/
def hopping (r : ℝ) : Matrix (Fin 2) (Fin 2) ℂ := !![0, -(r : ℂ); -(r : ℂ), 0]

/-- The Hamiltonian: site energies, kinetic hopping `-t` and nonlocal hopping `-w`. -/
def hamiltonian (d t w : ℝ) : Matrix (Fin 2) (Fin 2) ℂ :=
  onsite d + hopping t + hopping w

/-- The position operator for sites at `a/2` and `-a/2`. -/
def position (a : ℝ) : Matrix (Fin 2) (Fin 2) ℂ := !![(a : ℂ) / 2, 0; 0, -((a : ℂ) / 2)]
```

The velocity is defined for any generator `A`. With `hamiltonian d t w` it is the full velocity, and with `hopping t` the kinetic one.

```lean
/-- The velocity `i[A, X]` generated by the operator `A`, in units with `ħ = 1`. -/
def velocity (A X : Matrix (Fin 2) (Fin 2) ℂ) : Matrix (Fin 2) (Fin 2) ℂ :=
  Complex.I • (A * X - X * A)
```

In a matrix element, `star e` supplies the complex conjugation of the bra. The letter `e` always denotes the excited state, not the charge.

```lean
/-- The matrix element of `V` between the states `e` (bra) and `g` (ket). -/
def element (V : Matrix (Fin 2) (Fin 2) ℂ) (e g : Fin 2 → ℂ) : ℂ := star e ⬝ᵥ (V *ᵥ g)

/-- The oscillator strength `2 |⟨e|V|g⟩|² / (E₁ - E₀)` for a velocity operator `V`, in units with
`ħ = m = 1` and meant for distinct energies `E₀` and `E₁`. -/
def strength (V : Matrix (Fin 2) (Fin 2) ℂ) (E₀ E₁ : ℝ) (g e : Fin 2 → ℂ) : ℝ :=
  2 * ‖element V e g‖ ^ 2 / (E₁ - E₀)
```

The states enter through a hypothesis: `IsTransition` says that `g` and `e` are normalised eigenvectors with ordered energies. Their phases are arbitrary, and the values of the energies are derived later.

```lean
/-- `g` and `e` are normalised eigenstates of `H` with energies `E₀ < E₁`. -/
structure IsTransition (H : Matrix (Fin 2) (Fin 2) ℂ) (E₀ E₁ : ℝ)
    (g e : Fin 2 → ℂ) : Prop where
  ground : H *ᵥ g = (E₀ : ℂ) • g
  excited : H *ᵥ e = (E₁ : ℂ) • e
  norm_ground : ∑ i, ‖g i‖ ^ 2 = 1
  norm_excited : ∑ i, ‖e i‖ ^ 2 = 1
  gap_pos : E₀ < E₁
```

These definitions describe a single electron with one orbital per site. The model takes the two orbitals as orthonormal and assumes that neither the position nor the local potential has a matrix element between them. The local potential therefore enters only through the site energies. The kinetic velocity, built from the commutator of the kinetic and position matrices in this basis, stands in for the momentum matrix element of a real calculation. In a finite basis the two are in general not equal.

## Energies of the two levels

The first lemma writes the matrix equation as the two scalar equations used above.

```lean
variable {a d t w E₀ E₁ : ℝ} {g e : Fin 2 → ℂ}

/-- The eigenvalue equation of the two-site Hamiltonian, written out site by site. -/
theorem eigen_components {E : ℝ} {v : Fin 2 → ℂ}
    (h : hamiltonian d t w *ᵥ v = (E : ℂ) • v) :
    (d : ℂ) * v 0 - ((t : ℂ) + w) * v 1 = E * v 0 ∧
      -((t : ℂ) + w) * v 0 - d * v 1 = E * v 1 := by
  have hv : hamiltonian d t w *ᵥ v =
      ![(d : ℂ) * v 0 - ((t : ℂ) + w) * v 1, -((t : ℂ) + w) * v 0 - d * v 1] := by
    ext i
    fin_cases i <;>
      simp [hamiltonian, onsite, hopping, Matrix.mulVec, dotProduct, Fin.sum_univ_two] <;> ring
  rw [hv] at h
  exact ⟨congrFun h 0, congrFun h 1⟩
```

The next lemma argues by contradiction. If $E^2\neq d^2+s^2$, the two combinations of the eigenvalue equations force both amplitudes to vanish, which contradicts normalisation. Each `linear_combination` records the multipliers for one amplitude.

```lean
/-- The energy of a normalised eigenstate satisfies `E² = d² + (t+w)²`. -/
theorem energy_sq {E : ℝ} {v : Fin 2 → ℂ}
    (h : hamiltonian d t w *ᵥ v = (E : ℂ) • v) (hn : ∑ i, ‖v i‖ ^ 2 = 1) :
    E ^ 2 = d ^ 2 + (t + w) ^ 2 := by
  obtain ⟨h0, h1⟩ := eigen_components h
  by_contra hne
  have hc : ((E ^ 2 - (d ^ 2 + (t + w) ^ 2) : ℝ) : ℂ) ≠ 0 :=
    Complex.ofReal_ne_zero.mpr (sub_ne_zero.mpr hne)
  -- otherwise both amplitudes vanish
  have p0 : ((E ^ 2 - (d ^ 2 + (t + w) ^ 2) : ℝ) : ℂ) * v 0 = 0 := by
    push_cast
    linear_combination (-((d : ℂ) + E)) * h0 + ((t : ℂ) + w) * h1
  have p1 : ((E ^ 2 - (d ^ 2 + (t + w) ^ 2) : ℝ) : ℂ) * v 1 = 0 := by
    push_cast
    linear_combination ((t : ℂ) + w) * h0 + ((d : ℂ) - E) * h1
  have q0 := (mul_eq_zero.mp p0).resolve_left hc
  have q1 := (mul_eq_zero.mp p1).resolve_left hc
  simp [Fin.sum_univ_two, q0, q1] at hn
```

Subtracting the two squared energies gives $(E_1-E_0)(E_1+E_0)=0$. The gap is positive, so the sum vanishes and the signs are fixed.

```lean
/-- The two levels lie at `-√(d² + (t+w)²)` and `√(d² + (t+w)²)`. -/
theorem energies (h : IsTransition (hamiltonian d t w) E₀ E₁ g e) :
    E₀ = -√(d ^ 2 + (t + w) ^ 2) ∧ E₁ = √(d ^ 2 + (t + w) ^ 2) := by
  have h0 := energy_sq h.ground h.norm_ground
  have h1 := energy_sq h.excited h.norm_excited
  have hgap := h.gap_pos
  have hm : (E₁ - E₀) * (E₁ + E₀) = 0 := by linear_combination h1 - h0
  have hs := (mul_eq_zero.mp hm).resolve_left (sub_pos.mpr hgap).ne'
  have hE : 0 ≤ E₁ := by linarith
  rw [← h1, Real.sqrt_sq hE]
  exact ⟨by linarith, rfl⟩
```

## Velocity and strength for a general hopping

The matrix element of $V_r$ follows by multiplying out the matrices.

```lean
/-- The matrix element of the velocity generated by a hopping `-r`. -/
theorem element_hopping (a r : ℝ) (g e : Fin 2 → ℂ) :
    element (velocity (hopping r) (position a)) e g =
      Complex.I * (a * r) * (starRingEnd ℂ (e 0) * g 1 - starRingEnd ℂ (e 1) * g 0) := by
  simp [element, velocity, hopping, position, Matrix.mulVec, dotProduct, Fin.sum_univ_two]
  ring
```

For the full Hamiltonian, `hh` adds the two hoppings and `hc` says that the site energies commute with the position. The last step uses `noncomm_ring`, since matrix products may not be reordered freely.

```lean
/-- The site energies drop out of the velocity, and the two hoppings add up in it. -/
theorem velocity_hamiltonian (a d t w : ℝ) :
    velocity (hamiltonian d t w) (position a) = velocity (hopping (t + w)) (position a) := by
  have hh : hopping (t + w) = hopping t + hopping w := by
    ext i j
    fin_cases i <;> fin_cases j <;> simp [hopping] <;> ring
  have hc : onsite d * position a = position a * onsite d := by
    ext i j
    fin_cases i <;> fin_cases j <;>
      simp [onsite, position, Matrix.mul_apply, Fin.sum_univ_two, mul_comm]
  unfold velocity hamiltonian
  rw [hh]
  congr 1
  linear_combination (norm := noncomm_ring) hc
```

The next theorem is the central calculation, for any real hopping `r` in the velocity and eigenstates of the full Hamiltonian. The facts `hg` and `he` are the amplitude ratios $k$ and $-k$, obtained by cancelling $t+w$. The step `hel` collects the factor $1+k^2$, and `hsq` removes it with the two normalisation conditions `ng` and `ne`. Division by the gap `hgap` gives $a^2r^2/R$.

```lean
/-- For `t + w > 0`, the velocity generated by a hopping `-r` gives the oscillator strength
`a² r² / √(d² + (t+w)²)` between the eigenstates of the full Hamiltonian. -/
theorem strength_hopping (h : IsTransition (hamiltonian d t w) E₀ E₁ g e)
    (hs : 0 < t + w) (a r : ℝ) :
    strength (velocity (hopping r) (position a)) E₀ E₁ g e =
      a ^ 2 * r ^ 2 / √(d ^ 2 + (t + w) ^ 2) := by
  obtain ⟨hE0, hE1⟩ := energies h
  have hE : (E₀ : ℂ) = -(E₁ : ℂ) := by
    rw [hE0, hE1]
    push_cast
    rfl
  have hsC : (t : ℂ) + w ≠ 0 := by exact_mod_cast hs.ne'
  -- the amplitude ratios of the two states are `k` and `-k`, with `k` real
  obtain ⟨k, hk⟩ : ∃ k : ℝ, k * (t + w) = E₁ - d := ⟨_, div_mul_cancel₀ _ hs.ne'⟩
  have hkC : (k : ℂ) * ((t : ℂ) + w) = E₁ - d := by exact_mod_cast hk
  have hg : g 0 = (k : ℂ) * g 1 := by
    apply mul_left_cancel₀ hsC
    linear_combination -(eigen_components h.ground).2 - g 1 * hE - g 1 * hkC
  have he : e 1 = -(k : ℂ) * e 0 := by
    apply mul_left_cancel₀ hsC
    linear_combination -(eigen_components h.excited).1 + e 0 * hkC
  have ng := h.norm_ground
  have ne := h.norm_excited
  rw [Fin.sum_univ_two, hg, norm_mul, Complex.norm_real, Real.norm_eq_abs, mul_pow,
    sq_abs] at ng
  rw [Fin.sum_univ_two, he, norm_mul, norm_neg, Complex.norm_real, Real.norm_eq_abs, mul_pow,
    sq_abs] at ne
  have hel : element (velocity (hopping r) (position a)) e g =
      ((a * r * (1 + k ^ 2) : ℝ) : ℂ) * (Complex.I * (starRingEnd ℂ (e 0) * g 1)) := by
    rw [element_hopping, he, hg, map_mul, map_neg, Complex.conj_ofReal]
    push_cast
    ring
  -- normalisation removes `k` from the squared matrix element
  have hsq : ‖element (velocity (hopping r) (position a)) e g‖ ^ 2 = a ^ 2 * r ^ 2 := by
    rw [hel, norm_mul, norm_mul, norm_mul, Complex.norm_real, Complex.norm_I,
      RCLike.norm_conj, Real.norm_eq_abs, mul_pow, sq_abs]
    linear_combination a ^ 2 * r ^ 2 * (‖e 0‖ ^ 2 + k ^ 2 * ‖e 0‖ ^ 2) * ng
      + a ^ 2 * r ^ 2 * ne
  have hgap : E₁ - E₀ = 2 * √(d ^ 2 + (t + w) ^ 2) := by linarith
  unfold strength
  rw [hsq, hgap]
  exact mul_div_mul_left _ _ two_ne_zero
```

## The error of the kinetic velocity

The main theorem has three parts: the value of the full strength, the factor $(t/(t+w))^2$, and the equivalence between a too small kinetic strength and $w>0$. After `velocity_hamiltonian` has turned the full velocity into that of a single hopping, `strength_hopping` is applied with $r=t+w$ and with $r=t$. The equivalence then reduces to comparing $t^2$ with $(t+w)^2$. It needs $a\neq0$, since both strengths vanish when the sites coincide.

```lean
/-- For `a, t, t+w > 0`, the full velocity gives the strength `a² (t+w)² / √(d² + (t+w)²)`.
The kinetic velocity alone multiplies it by `(t/(t+w))²`, which is too small iff `w > 0`. -/
theorem kinetic_velocity_error (h : IsTransition (hamiltonian d t w) E₀ E₁ g e)
    (ha : 0 < a) (ht : 0 < t) (hs : 0 < t + w) :
    strength (velocity (hamiltonian d t w) (position a)) E₀ E₁ g e =
        a ^ 2 * (t + w) ^ 2 / √(d ^ 2 + (t + w) ^ 2) ∧
      strength (velocity (hopping t) (position a)) E₀ E₁ g e =
        (t / (t + w)) ^ 2 *
          strength (velocity (hamiltonian d t w) (position a)) E₀ E₁ g e ∧
      (strength (velocity (hopping t) (position a)) E₀ E₁ g e <
        strength (velocity (hamiltonian d t w) (position a)) E₀ E₁ g e ↔ 0 < w) := by
  have hR : 0 < √(d ^ 2 + (t + w) ^ 2) := Real.sqrt_pos.mpr (by positivity)
  rw [velocity_hamiltonian, strength_hopping h hs, strength_hopping h hs]
  refine ⟨rfl, ?_, ?_⟩
  · have hc : (t / (t + w)) ^ 2 * (t + w) ^ 2 = t ^ 2 := by
      rw [← mul_pow, div_mul_cancel₀ _ hs.ne']
    rw [← hc]
    ring
  · rw [div_lt_div_iff_of_pos_right hR]
    constructor
    · intro hlt
      have h2 := lt_of_mul_lt_mul_left hlt (sq_nonneg a)
      have h3 := lt_of_pow_lt_pow_left₀ 2 hs.le h2
      linarith
    · intro hw
      exact mul_lt_mul_of_pos_left (by nlinarith [mul_pos hw ht, mul_pos hw hs])
        (by positivity)
```

## Agreement with the length form

This theorem assumes only the transition itself, with no sign condition on $t$, $t+w$ or $a$. The conjugated equations `c0` and `c1` let the Hamiltonian act on the bra, and `g0` and `g1` let it act on the ket. Together they give `hv`, in which the commutator has become the energy difference. One power of the gap then cancels.

```lean
/-- The full velocity reproduces the length form `2 (E₁ - E₀) |⟨e|X|g⟩|²` of the
oscillator strength. -/
theorem length_form (h : IsTransition (hamiltonian d t w) E₀ E₁ g e) (a : ℝ) :
    strength (velocity (hamiltonian d t w) (position a)) E₀ E₁ g e =
      2 * (E₁ - E₀) * ‖element (position a) e g‖ ^ 2 := by
  obtain ⟨g0, g1⟩ := eigen_components h.ground
  obtain ⟨e0, e1⟩ := eigen_components h.excited
  have c0 := congrArg (starRingEnd ℂ) e0
  have c1 := congrArg (starRingEnd ℂ) e1
  simp only [map_sub, map_mul, map_add, map_neg, Complex.conj_ofReal] at c0 c1
  have hx : element (position a) e g =
      (a : ℂ) / 2 * (starRingEnd ℂ (e 0) * g 0 - starRingEnd ℂ (e 1) * g 1) := by
    simp [element, position, Matrix.mulVec, dotProduct, Fin.sum_univ_two]
    ring
  -- between eigenstates the commutator becomes the energy difference
  have hv : element (velocity (hamiltonian d t w) (position a)) e g =
      Complex.I * (((E₁ - E₀ : ℝ) : ℂ) * element (position a) e g) := by
    rw [velocity_hamiltonian, element_hopping, hx]
    push_cast
    linear_combination Complex.I * a / 2 * (g 0 * c0 - g 1 * c1
      - starRingEnd ℂ (e 0) * g0 + starRingEnd ℂ (e 1) * g1)
  have hne : E₁ - E₀ ≠ 0 := (sub_pos.mpr h.gap_pos).ne'
  unfold strength
  rw [hv, norm_mul, norm_mul, Complex.norm_I, Complex.norm_real, Real.norm_eq_abs, one_mul,
    mul_pow, sq_abs, div_eq_iff hne]
  ring
```

## Eigenstates for the numerical example

The states found by hand for $d=7$, $t=20$, $w=4$ satisfy every condition in `IsTransition`, so the theorems apply to at least one actual pair of states. The proof checks each component by arithmetic.

```lean
/-- For `d = 7`, `t = 20`, `w = 4` the states `(3/5, 4/5)` and `(4/5, -3/5)` are normalised
eigenstates with energies `-25` and `25`. -/
theorem isTransition_witness :
    IsTransition (hamiltonian 7 20 4) (-25) 25 ![3 / 5, 4 / 5] ![4 / 5, -3 / 5] where
  ground := by
    ext i
    fin_cases i <;> norm_num [hamiltonian, onsite, hopping, Matrix.mulVec, dotProduct,
      Fin.sum_univ_two]
  excited := by
    ext i
    fin_cases i <;> norm_num [hamiltonian, onsite, hopping, Matrix.mulVec, dotProduct,
      Fin.sum_univ_two]
  norm_ground := by norm_num [Fin.sum_univ_two]
  norm_excited := by norm_num [Fin.sum_univ_two]
  gap_pos := by norm_num

end

end NonlocalVelocity
```

```lean
#print axioms NonlocalVelocity.strength_hopping
-- 'NonlocalVelocity.strength_hopping' depends on axioms: [propext, Classical.choice, Quot.sound]
#print axioms NonlocalVelocity.kinetic_velocity_error
-- 'NonlocalVelocity.kinetic_velocity_error' depends on axioms: [propext, Classical.choice, Quot.sound]
#print axioms NonlocalVelocity.length_form
-- 'NonlocalVelocity.length_form' depends on axioms: [propext, Classical.choice, Quot.sound]
```
